# The F12 matrix element B as a symmetrised commutator plus an X term, for eigenfunctions of F and a Q that commutes with F

## An awkward operator between two correlation factors

In MP2-F12 the pair function of two electrons contains terms of the form Qf w. Here w is a product of two canonical occupied orbitals, f is the correlation factor, a function of the distance between the electrons, and Q is a projector that keeps the new terms orthogonal to functions already treated. The equations for the amplitudes then need the matrix element

B = ⟨u, fQ(F − e)Qf w⟩,

where u is also a product of two canonical occupied orbitals, F is the sum of the Fock operators of the two electrons, and e is the sum of the orbital energies of the pair being correlated.

The trouble is F acting on f w. Commutators are easier: the local potentials in F commute with f, and the commutator of the kinetic energy with f is a simple operator. If u and w are eigenfunctions of F, and Q commutes with F, what remains after F has been turned into commutators is a multiple of

X = ⟨u, fQf w⟩.

Approximation A leaves this remainder out and approximation A' keeps it. Both neglect the commutator of exchange with f.

## The identity and its assumptions

Write [A, B] = AB − BA for operators, and for any operator G let

C(G) = (⟨u, fQ[G, f]w⟩ + ⟨u, [f, G]Qf w⟩)/2.

Suppose that F is Hermitian, Q² = Q, QF = FQ, Fu = αu and Fw = βw, with α, β and e real. Then

B = C(F) + ((α + β)/2 − e) X.

The X term is absent exactly when (α + β)/2 = e or X = 0. In particular it cancels for α = β = e, which is the situation of a diagonal element with u = w equal to the correlated pair.

The condition QF = FQ stands for Brillouin-type conditions: F must not couple the space that Q keeps to the space that it removes. For orbitals computed in a finite basis, this condition and the two eigenvalue equations are generally approximations; here they are assumed.

## Derivation by moving F to either side

Since Q commutes with F and is idempotent, QFQ = FQQ = FQ = QF. Therefore

B = ⟨u, fQFf w⟩ − eX.

To move F to the right, write Ff = [F, f] + fF and use Fw = βw:

B = ⟨u, fQ[F, f]w⟩ + (β − e)X.

To move it to the left, write QF as FQ and fF = [f, F] + Ff. Because F is Hermitian and α is real, ⟨u, FMw⟩ = ⟨Fu, Mw⟩ = α⟨u, Mw⟩ for every operator M. With M = fQf this gives

B = ⟨u, [f, F]Qf w⟩ + (α − e)X.

The mean of the two forms is the identity. Their difference is

⟨u, fQ[F, f]w⟩ − ⟨u, [f, F]Qf w⟩ = (α − β)X,

so the one-sided commutator elements agree only if α = β or X = 0.

## What A and A' leave out

Let F = T + U − K, with kinetic energy T, local potential U and exchange K. If U commutes with f, then [F, f] = [T, f] − [K, f], and likewise with the order reversed. Hence C(F) = C(T) − C(K), and

B = C(T) + ((α + β)/2 − e)X − C(K).

The first term is the element of approximation A, and the first two together are that of A'. Thus A' differs from A by the X term, and the exact B differs from A' by −C(K). For an MP2-F12 calculation this identifies the neglected piece within a finite matrix model that satisfies all the conditions above; it gives no estimate of its size.

## How the Lean statement represents the physics

Pair functions are vectors `n → ℂ` over a finite index type `n`, and operators are complex square matrices. `braket u M w` is ⟨u, Mw⟩, conjugate-linear in u. No normalisation is required. The definitions `bElement`, `xElement` and `commPart G` are B, X and C(G), while `approxA'` is C(T) plus the X term. Approximation A is `commPart T`.

The numbers α, β and e have type `ℝ` and are converted to complex numbers where they multiply vectors or matrix elements. The hypotheses `hQ` and `hQF` say that Q is idempotent and commutes with F, and `hu` and `hw` are the eigenvalue equations. Neither f nor Q has to be Hermitian, so the real symmetric matrices of the usual setting are a special case.

In `bElement_eq_approxA'_sub` the matrices T, U and K are arbitrary apart from the stated conditions on their combination F and the hypothesis `hU`, that U commutes with f. Multiplication operators in real space satisfy `hU`, but their matrices in a truncated orbital basis generally do not. The continuum operators, their domains and the resolution of the identity used to evaluate integrals are not modelled.

## The complete Lean file

```lean
import Mathlib

open Matrix

namespace F12ApproximationA

noncomputable section

variable {n : Type*} [Fintype n]

/-- The matrix element `⟨u, M w⟩` of an operator between two pair functions. -/
def braket (u : n → ℂ) (M : Matrix n n ℂ) (w : n → ℂ) : ℂ := star u ⬝ᵥ (M *ᵥ w)

/-- The commutator `[A, B] = AB - BA`. -/
def comm (A B : Matrix n n ℂ) : Matrix n n ℂ := A * B - B * A

/-- The F12 intermediate `B`: the element `⟨u, f Q (F - e) Q f w⟩`. -/
def bElement [DecidableEq n] (F f Q : Matrix n n ℂ) (e : ℝ) (u w : n → ℂ) : ℂ :=
  braket u (f * Q * (F - (e : ℂ) • (1 : Matrix n n ℂ)) * Q * f) w

/-- The F12 intermediate `X`: the element `⟨u, f Q f w⟩`. -/
def xElement (f Q : Matrix n n ℂ) (u w : n → ℂ) : ℂ := braket u (f * Q * f) w

/-- The symmetrised commutator part `(⟨u, f Q [G, f] w⟩ + ⟨u, [f, G] Q f w⟩) / 2`.
With the kinetic energy as `G` it is the `B` element of approximation A. -/
def commPart (G f Q : Matrix n n ℂ) (u w : n → ℂ) : ℂ :=
  (braket u (f * Q * comm G f) w + braket u (comm f G * Q * f) w) / 2

/-- The `B` element of approximation A': the commutator part of the kinetic energy `T`
plus the `X` element times `(α + β) / 2 - e`. -/
def approxA' (T f Q : Matrix n n ℂ) (α β e : ℝ) (u w : n → ℂ) : ℂ :=
  commPart T f Q u w + (((α + β) / 2 - e : ℝ) : ℂ) * xElement f Q u w

/-- Matrix elements are additive in the operator. -/
lemma braket_add (u w : n → ℂ) (M N : Matrix n n ℂ) :
    braket u (M + N) w = braket u M w + braket u N w := by
  simp only [braket, Matrix.add_mulVec, dotProduct_add]

/-- Matrix elements respect differences of operators. -/
lemma braket_sub (u w : n → ℂ) (M N : Matrix n n ℂ) :
    braket u (M - N) w = braket u M w - braket u N w := by
  simp only [braket, Matrix.sub_mulVec, dotProduct_sub]

/-- An operator acting on its eigenfunction in the ket gives the eigenvalue. -/
lemma braket_mul_right {F : Matrix n n ℂ} {w : n → ℂ} {β : ℝ}
    (hw : F *ᵥ w = (β : ℂ) • w) (u : n → ℂ) (M : Matrix n n ℂ) :
    braket u (M * F) w = β * braket u M w := by
  rw [braket, ← Matrix.mulVec_mulVec, hw, Matrix.mulVec_smul, dotProduct_smul,
    smul_eq_mul, braket]

/-- A Hermitian operator acting on its eigenfunction in the bra gives the eigenvalue. -/
lemma braket_mul_left {F : Matrix n n ℂ} (hF : F.IsHermitian) {u : n → ℂ} {α : ℝ}
    (hu : F *ᵥ u = (α : ℂ) • u) (w : n → ℂ) (M : Matrix n n ℂ) :
    braket u (F * M) w = α * braket u M w := by
  have h := Matrix.star_mulVec F u
  rw [hF.eq, hu, star_smul, Complex.star_def, Complex.conj_ofReal] at h
  rw [braket, ← Matrix.mulVec_mulVec, Matrix.dotProduct_mulVec, ← h, smul_dotProduct,
    smul_eq_mul, braket]

variable [DecidableEq n]

/-- For a projector `Q` commuting with `F`, the `B` element is
`⟨u, f Q F f w⟩ - e ⟨u, f Q f w⟩`. -/
theorem bElement_eq_sub {F Q : Matrix n n ℂ} (hQ : Q * Q = Q) (hQF : Q * F = F * Q)
    (f : Matrix n n ℂ) (e : ℝ) (u w : n → ℂ) :
    bElement F f Q e u w = braket u (f * (Q * F) * f) w - e * xElement f Q u w := by
  have h1 : Q * F * Q = Q * F := by rw [hQF, mul_assoc, hQ]
  have h2 : f * Q * (F - (e : ℂ) • (1 : Matrix n n ℂ)) * Q * f
      = f * (Q * F * Q) * f - (e : ℂ) • (f * (Q * Q) * f) := by
    simp only [mul_sub, sub_mul, mul_smul_comm, smul_mul_assoc, mul_one, mul_assoc]
  rw [bElement, h2, h1, hQ, braket_sub, xElement]
  simp only [braket, Matrix.smul_mulVec, dotProduct_smul, smul_eq_mul]

/-- Moving `F` to the ket: `B = ⟨u, f Q [F, f] w⟩ + (β - e) X`. -/
theorem bElement_eq_right {F Q : Matrix n n ℂ} (hQ : Q * Q = Q) (hQF : Q * F = F * Q)
    {w : n → ℂ} {β : ℝ} (hw : F *ᵥ w = (β : ℂ) • w)
    (f : Matrix n n ℂ) (e : ℝ) (u : n → ℂ) :
    bElement F f Q e u w
      = braket u (f * Q * comm F f) w + ((β : ℂ) - e) * xElement f Q u w := by
  have h : f * (Q * F) * f = f * Q * comm F f + f * Q * f * F := by
    unfold comm
    noncomm_ring
  rw [bElement_eq_sub hQ hQF, h, braket_add, braket_mul_right hw, xElement]
  ring

/-- Moving `F` to the bra: `B = ⟨u, [f, F] Q f w⟩ + (α - e) X`. -/
theorem bElement_eq_left {F Q : Matrix n n ℂ} (hF : F.IsHermitian) (hQ : Q * Q = Q)
    (hQF : Q * F = F * Q) {u : n → ℂ} {α : ℝ} (hu : F *ᵥ u = (α : ℂ) • u)
    (f : Matrix n n ℂ) (e : ℝ) (w : n → ℂ) :
    bElement F f Q e u w
      = braket u (comm f F * Q * f) w + ((α : ℂ) - e) * xElement f Q u w := by
  have h : f * (F * Q) * f = comm f F * Q * f + F * (f * Q * f) := by
    unfold comm
    noncomm_ring
  rw [bElement_eq_sub hQ hQF, hQF, h, braket_add, braket_mul_left hF hu, xElement]
  ring

/-- The `B` element is the symmetrised commutator part of `F` plus the `X` element
times the mean of the two eigenvalues less `e`. -/
theorem bElement_eq_commPart_add {F Q : Matrix n n ℂ} (hF : F.IsHermitian)
    (hQ : Q * Q = Q) (hQF : Q * F = F * Q) {u w : n → ℂ} {α β : ℝ}
    (hu : F *ᵥ u = (α : ℂ) • u) (hw : F *ᵥ w = (β : ℂ) • w)
    (f : Matrix n n ℂ) (e : ℝ) :
    bElement F f Q e u w
      = commPart F f Q u w + (((α + β) / 2 - e : ℝ) : ℂ) * xElement f Q u w := by
  -- average the ket and bra forms
  have hr := bElement_eq_right hQ hQF hw f e u
  have hl := bElement_eq_left hF hQ hQF hu f e w
  unfold commPart
  push_cast
  linear_combination (hr + hl) / 2

/-- The two one-sided commutator elements differ by `(α - β) X`. -/
theorem commutator_asymmetry {F Q : Matrix n n ℂ} (hF : F.IsHermitian)
    (hQ : Q * Q = Q) (hQF : Q * F = F * Q) {u w : n → ℂ} {α β : ℝ}
    (hu : F *ᵥ u = (α : ℂ) • u) (hw : F *ᵥ w = (β : ℂ) • w) (f : Matrix n n ℂ) :
    braket u (f * Q * comm F f) w - braket u (comm f F * Q * f) w
      = ((α : ℂ) - β) * xElement f Q u w := by
  have hr := bElement_eq_right hQ hQF hw f 0 u
  have hl := bElement_eq_left hF hQ hQF hu f 0 w
  linear_combination hl - hr

/-- The `B` element equals the commutator part of `F` alone exactly when `e` is the mean
of the two eigenvalues or the `X` element vanishes. -/
theorem bElement_eq_commPart_iff {F Q : Matrix n n ℂ} (hF : F.IsHermitian)
    (hQ : Q * Q = Q) (hQF : Q * F = F * Q) {u w : n → ℂ} {α β : ℝ}
    (hu : F *ᵥ u = (α : ℂ) • u) (hw : F *ᵥ w = (β : ℂ) • w)
    (f : Matrix n n ℂ) (e : ℝ) :
    bElement F f Q e u w = commPart F f Q u w
      ↔ (α + β) / 2 = e ∨ xElement f Q u w = 0 := by
  rw [bElement_eq_commPart_add hF hQ hQF hu hw, add_eq_left, mul_eq_zero,
    Complex.ofReal_eq_zero, sub_eq_zero]

/-- For `F = T + U - K` with `U` commuting with `f`, the `B` element is that of
approximation A' less the commutator part of the exchange operator `K`. -/
theorem bElement_eq_approxA'_sub {T U K f Q : Matrix n n ℂ}
    (hF : (T + U - K).IsHermitian) (hU : U * f = f * U)
    (hQ : Q * Q = Q) (hQF : Q * (T + U - K) = (T + U - K) * Q) {u w : n → ℂ} {α β : ℝ}
    (hu : (T + U - K) *ᵥ u = (α : ℂ) • u) (hw : (T + U - K) *ᵥ w = (β : ℂ) • w) (e : ℝ) :
    bElement (T + U - K) f Q e u w
      = approxA' T f Q α β e u w - commPart K f Q u w := by
  -- the local potential drops out of both commutators
  have h1 : comm (T + U - K) f = comm T f - comm K f := by
    unfold comm
    linear_combination (norm := noncomm_ring) hU
  have h2 : comm f (T + U - K) = comm f T - comm f K := by
    unfold comm
    linear_combination (norm := noncomm_ring) hU.symm
  rw [bElement_eq_commPart_add hF hQ hQF hu hw, approxA']
  simp only [commPart, h1, h2, mul_sub, sub_mul, braket_sub]
  ring

/-- A two-level model with explicit `T`, `U`, `K`, `f`, `Q` and `u = w` meets all the
hypotheses, with `X = 1` and exchange commutator part `1`. -/
theorem approxA'_witness :
    let T : Matrix (Fin 2) (Fin 2) ℂ := !![3, 1; 1, 6]
    let U : Matrix (Fin 2) (Fin 2) ℂ := !![-2, -1; -1, -2]
    let K : Matrix (Fin 2) (Fin 2) ℂ := !![0, 0; 0, 1]
    let f : Matrix (Fin 2) (Fin 2) ℂ := !![0, 1; 1, 0]
    let Q : Matrix (Fin 2) (Fin 2) ℂ := !![0, 0; 0, 1]
    let u : Fin 2 → ℂ := ![1, 0]
    (T + U - K).IsHermitian ∧ U * f = f * U ∧ Q * Q = Q ∧
      Q * (T + U - K) = (T + U - K) * Q ∧ (T + U - K) *ᵥ u = ((1 : ℝ) : ℂ) • u ∧
      xElement f Q u u = 1 ∧ commPart K f Q u u = 1 := by
  intro T U K f Q u
  have hF : T + U - K = !![1, 0; 0, 3] := by
    ext i j
    fin_cases i <;> fin_cases j <;> norm_num [T, U, K]
  rw [hF]
  refine ⟨?_, ?_, ?_, ?_, ?_, ?_, ?_⟩
  · ext i j
    fin_cases i <;> fin_cases j <;> simp [Matrix.conjTranspose_apply]
  · ext i j
    fin_cases i <;> fin_cases j <;> simp [U, f, Matrix.mul_apply, Fin.sum_univ_succ]
  · ext i j
    fin_cases i <;> fin_cases j <;> simp [Q, Matrix.mul_apply, Fin.sum_univ_succ]
  · ext i j
    fin_cases i <;> fin_cases j <;> simp [Q, Matrix.mul_apply, Fin.sum_univ_succ]
  · ext i
    fin_cases i <;> simp [u, Matrix.mulVec, dotProduct, Fin.sum_univ_succ]
  · simp [xElement, braket, f, Q, u, Matrix.mulVec, dotProduct, Matrix.mul_apply,
      Fin.sum_univ_succ]
  · norm_num [commPart, comm, braket, K, f, Q, u, Matrix.mulVec, dotProduct,
      Matrix.mul_apply, Fin.sum_univ_succ]

end

end F12ApproximationA
```

```lean
#print axioms F12ApproximationA.bElement_eq_commPart_add
-- 'F12ApproximationA.bElement_eq_commPart_add' depends on axioms: [propext, Classical.choice, Quot.sound]
#print axioms F12ApproximationA.commutator_asymmetry
-- 'F12ApproximationA.commutator_asymmetry' depends on axioms: [propext, Classical.choice, Quot.sound]
#print axioms F12ApproximationA.bElement_eq_commPart_iff
-- 'F12ApproximationA.bElement_eq_commPart_iff' depends on axioms: [propext, Classical.choice, Quot.sound]
#print axioms F12ApproximationA.bElement_eq_approxA'_sub
-- 'F12ApproximationA.bElement_eq_approxA'_sub' depends on axioms: [propext, Classical.choice, Quot.sound]
```

## How the proof follows the algebra

`braket_add` and `braket_sub` split a matrix element over sums and differences of operators. `braket_mul_right` replaces F next to w by β. `braket_mul_left` does the same on the other side: it takes the conjugate of Fu = αu, uses `hF.eq` to replace the adjoint of F by F, and uses the reality of α.

`bElement_eq_sub` carries out the reduction of QFQ. Its step `h1` is QFQ = QF, and `h2` expands the operator between u and w.

`bElement_eq_right` and `bElement_eq_left` are the two one-sided forms. In each, the step `h` is the operator identity that introduces the commutator, checked by `noncomm_ring`, which respects the order of the factors. The eigenvalue lemma then acts on the last term, and `ring` collects the multiples of X.

In `bElement_eq_commPart_add` these forms are `hr` and `hl`, and `linear_combination (hr + hl) / 2` is literally their mean. `commutator_asymmetry` sets e = 0 in both and subtracts. `bElement_eq_commPart_iff` cancels C(F) from the two sides; what remains is a product equal to zero, so one of its factors must vanish.

For the splitting of F, `h1` and `h2` in `bElement_eq_approxA'_sub` use `hU` to remove U from the two commutators. The main identity is then applied to T + U − K, and the matrix elements are separated into their T and K parts.

Finally, `approxA'_witness` supplies a two-level example with u = w = (1, 0) and α = β = 1, in which F is diagonal with entries 1 and 3, f exchanges the two levels, and Q projects onto the upper one. The matrices are checked entry by entry. The theorem gives X = 1 and C(K) = 1, so neither correction is zero merely because of the assumptions. Direct multiplication also gives C(T) = 3, so that A yields 3, A' yields 4 − e and the exact B is 3 − e. At e = 1, A and A' coincide at 3 while B is 2: the X term has cancelled, but the exchange commutator has not.
